# The second derivative of log |det A(t)| for twice differentiable entries and det A(t₀) ≠ 0

A formal statement about A′ and A″ must first say what it means to differentiate a matrix. Here it means differentiating every entry, so no matrix norm is needed. The derivatives are supplied as data: a matrix function A₁(t) for A′ near t₀, and one matrix A₂ for A″ at t₀. The result is

(log |det A|)″ = tr(A⁻¹A₂) − tr(A⁻¹A₁A⁻¹A₁) at t₀.

Together with the first derivative, (log |det A|)′ = tr(A⁻¹A₁), it gives the local kinetic energy used in variational Monte Carlo when the wave function is a single real determinant, with or without backflow.

## Matrices, derivatives and kinetic energy

In Lean 4 with Mathlib:

```lean
import Mathlib

open Matrix Filter Topology

namespace BackflowLogDet

noncomputable section

variable {n : Type*}
```

The type `n` labels both rows (electrons) and columns (orbitals), so the matrices are square.

```lean
/-- The matrix `A'` collects the derivatives at `t` of all entries of the matrix `A(s)`. -/
def HasEntryDerivAt (A : ℝ → Matrix n n ℝ) (A' : Matrix n n ℝ) (t : ℝ) : Prop :=
  ∀ i j, HasDerivAt (fun s => A s i j) (A' i j) t
```

`HasEntryDerivAt A A' t` says that each entry Aᵢⱼ(s) has derivative A′ᵢⱼ at s = t.

```lean
/-- The local kinetic energy `-½ ∑ₖ ∂ₖ²Ψ / Ψ` in atomic units, for configurations `x`
with `Ψ x ≠ 0`. -/
def localKineticEnergy {ι : Type*} [Fintype ι] [DecidableEq ι]
    (Ψ : (ι → ℝ) → ℝ) (x : ι → ℝ) : ℝ :=
  -(1 / 2) * (∑ k, deriv (deriv fun t => Ψ (Function.update x k t)) (x k)) / Ψ x
```

This is −½ Σₖ ∂ₖ²Ψ / Ψ for a real Ψ, in atomic units. The index `k` runs over the electron coordinates, and `Function.update x k t` moves coordinate k to t while holding the others fixed.

```lean
/-- The Slater matrix `φⱼ(qᵢ(t))` of orbitals `φⱼ` at one-dimensional backflow
coordinates `qᵢ(t)`. -/
def backflowMatrix (φ q : n → ℝ → ℝ) (t : ℝ) : Matrix n n ℝ :=
  Matrix.of fun i j => φ j (q i t)
```

Backflow evaluates the orbitals not at the electron positions themselves but at shifted coordinates, each of which may depend on the positions of all electrons. Entry (i, j) is orbital φⱼ at the backflow coordinate qᵢ(t), where t can be the one electron coordinate being moved.

```lean
/-- The matrix `φⱼ'(qᵢ) qᵢ'`, built from orbital slopes `φ₁` and coordinate slopes `q₁`. -/
def backflowFirst (φ₁ q q₁ : n → ℝ → ℝ) (t : ℝ) : Matrix n n ℝ :=
  Matrix.of fun i j => φ₁ j (q i t) * q₁ i t
```

This is the first derivative by the chain rule, φⱼ′(qᵢ) qᵢ′.

```lean
/-- The matrix `φⱼ''(qᵢ) (qᵢ')² + φⱼ'(qᵢ) qᵢ''`, built from the first and second
derivatives of orbitals and coordinates. -/
def backflowSecond (φ₁ φ₂ q q₁ : n → ℝ → ℝ) (q₂ : n → ℝ) (t : ℝ) : Matrix n n ℝ :=
  Matrix.of fun i j => φ₂ j (q i t) * q₁ i t ^ 2 + φ₁ j (q i t) * q₂ i
```

This is the second derivative, φⱼ″(qᵢ)(qᵢ′)² + φⱼ′(qᵢ) qᵢ″.

## From the determinant to its logarithm

```lean
variable [Fintype n] [DecidableEq n]

omit [DecidableEq n] in
/-- Product rule for matrices with differentiable entries, with the order of factors kept. -/
theorem HasEntryDerivAt.mul {M N : ℝ → Matrix n n ℝ} {M' N' : Matrix n n ℝ} {t : ℝ}
    (hM : HasEntryDerivAt M M' t) (hN : HasEntryDerivAt N N' t) :
    HasEntryDerivAt (fun s => M s * N s) (M' * N t + M t * N') t := by
  intro i j
  simp only [Matrix.mul_apply, Matrix.add_apply, ← Finset.sum_add_distrib]
  exact HasDerivAt.fun_sum fun k _ => (hM i k).fun_mul (hN k j)
```

From here on `n` is finite. The entries of MN are Σₖ MᵢₖNₖⱼ, so the ordinary product rule gives (MN)′ = M′N + MN′, with the order of factors kept.

```lean
/-- A determinant with differentiable entries is differentiated one column at a time. -/
theorem hasDerivAt_det_columns {A : ℝ → Matrix n n ℝ} {A' : Matrix n n ℝ} {t : ℝ}
    (hA : HasEntryDerivAt A A' t) :
    HasDerivAt (fun s => (A s).det)
      (∑ i, ((A t).updateCol i fun k => A' k i).det) t := by
  -- differentiate each product in the sum over permutations
  have h := HasDerivAt.fun_sum (u := Finset.univ) fun (σ : Equiv.Perm n) _ =>
    (HasDerivAt.fun_finsetProd (u := Finset.univ) fun k _ => hA (σ k) k).const_mul
      (((Equiv.Perm.sign σ : ℤ) : ℝ))
  simp only [Matrix.det_apply']
  refine h.congr_deriv ?_
  rw [Finset.sum_comm]
  refine Finset.sum_congr rfl fun σ _ => ?_
  rw [Finset.mul_sum]
  refine Finset.sum_congr rfl fun i _ => ?_
  rw [← Finset.prod_erase_mul Finset.univ _ (Finset.mem_univ i),
    Matrix.updateCol_self, smul_eq_mul]
  congr 2
  exact Finset.prod_congr rfl fun k hk =>
    (Matrix.updateCol_ne (Finset.ne_of_mem_erase hk)).symm
```

Write the determinant as a sum over permutations:

det A = Σ_σ sgn(σ) Πₖ A_σ(k),k.

The product rule differentiates one factor, k = i, at a time. Exchanging the sums (`Finset.sum_comm`) collects, for each i, the determinant with column i replaced by column i of A′.

```lean
/-- Where `det A ≠ 0`, the inverse of a matrix with differentiable entries has derivative
`-A⁻¹ A' A⁻¹`. -/
theorem HasEntryDerivAt.inv {A : ℝ → Matrix n n ℝ} {A' : Matrix n n ℝ} {t : ℝ}
    (hA : HasEntryDerivAt A A' t) (hdet : (A t).det ≠ 0) :
    HasEntryDerivAt (fun s => (A s)⁻¹) (-((A t)⁻¹ * A' * (A t)⁻¹)) t := by
  have hd := hasDerivAt_det_columns hA
  -- cofactors are determinants, hence differentiable
  have hadj : ∀ i j, DifferentiableAt ℝ (fun s => (A s).adjugate i j) t := by
    intro i j
    simp only [Matrix.adjugate_apply]
    refine (hasDerivAt_det_columns (A' := A'.updateRow j 0) ?_).differentiableAt
    intro k l
    by_cases hk : k = j
    · subst hk
      simpa only [Matrix.updateRow_self, Pi.zero_apply] using
        hasDerivAt_const t ((Pi.single i (1 : ℝ) : n → ℝ) l)
    · simpa only [Matrix.updateRow_ne hk] using hA k l
  obtain ⟨B', hB⟩ : ∃ B', HasEntryDerivAt (fun s => (A s)⁻¹) B' t := by
    refine ⟨Matrix.of fun i j => deriv (fun s => (A s)⁻¹ i j) t, fun i j => ?_⟩
    refine DifferentiableAt.hasDerivAt ?_
    simp only [Matrix.inv_def, Ring.inverse_eq_inv', Matrix.smul_apply, smul_eq_mul]
    exact (hd.differentiableAt.inv hdet).mul (hadj i j)
  -- differentiate `A⁻¹ A = 1`
  have hzero : B' * A t + (A t)⁻¹ * A' = 0 := by
    ext i j
    refine ((hB.mul hA) i j).unique ?_
    have h1 : (fun s => ((A s)⁻¹ * A s) i j) =ᶠ[𝓝 t]
        fun _ => (1 : Matrix n n ℝ) i j := by
      filter_upwards [hd.continuousAt.eventually_ne hdet] with s hs
      rw [Matrix.nonsing_inv_mul _ (isUnit_iff_ne_zero.mpr hs)]
    exact (hasDerivAt_const t _).congr_of_eventuallyEq h1
  have h : B' = -((A t)⁻¹ * A' * (A t)⁻¹) := by
    calc B' = B' * (A t * (A t)⁻¹) := by
          rw [Matrix.mul_nonsing_inv _ (isUnit_iff_ne_zero.mpr hdet), mul_one]
      _ = (B' * A t + (A t)⁻¹ * A') * (A t)⁻¹ - (A t)⁻¹ * A' * (A t)⁻¹ := by
          noncomm_ring
      _ = _ := by rw [hzero, zero_mul, zero_sub]
  rwa [h] at hB
```

First, A⁻¹ is differentiable: its entries are cofactors divided by det A, and each cofactor is the determinant of A with one row replaced by a unit vector. Call its derivative B′. Since det A stays nonzero nearby, A⁻¹A = 1 can be differentiated:

B′A + A⁻¹A′ = 0.

Multiplying on the right by A⁻¹ gives B′ = −A⁻¹A′A⁻¹. In the code, `hadj` handles the cofactors and `hzero` is this equation.

```lean
/-- Auxiliary first-order step: where `det A ≠ 0`, the determinant has derivative
`det A · tr(A⁻¹ A')`. -/
private theorem hasDerivAt_det {A : ℝ → Matrix n n ℝ} {A' : Matrix n n ℝ} {t : ℝ}
    (hA : HasEntryDerivAt A A' t) (hdet : (A t).det ≠ 0) :
    HasDerivAt (fun s => (A s).det) ((A t).det * trace ((A t)⁻¹ * A')) t := by
  refine (hasDerivAt_det_columns hA).congr_deriv ?_
  have hadj : (A t).det • (A t)⁻¹ = (A t).adjugate := by
    rw [Matrix.inv_def, Ring.inverse_eq_inv', smul_smul, mul_inv_cancel₀ hdet, one_smul]
  have htr : (A t).det * trace ((A t)⁻¹ * A') = trace ((A t).adjugate * A') := by
    rw [← hadj, Matrix.smul_mul, Matrix.trace_smul, smul_eq_mul]
  rw [htr]
  refine Finset.sum_congr rfl fun i _ => ?_
  rw [← Matrix.cramer_apply, Matrix.cramer_eq_adjugate_mulVec]
  rfl
```

By Cramer's rule, the determinant with column i replaced is Σₖ (adj A)ᵢₖ A′ₖᵢ. Summing over i and using adj A = det A · A⁻¹ gives

(det A)′ = tr(adj A · A′) = det A · tr(A⁻¹A′).

```lean
variable {A A₁ : ℝ → Matrix n n ℝ} {A₂ : Matrix n n ℝ} {t₀ : ℝ}

/-- If `A` and `A₁` have entry derivatives `A₁(t₀)` and `A₂` at `t₀` and `det A(t₀) ≠ 0`,
then `tr(A⁻¹ A₁)` has derivative `tr(A⁻¹ A₂) - tr(A⁻¹ A₁ A⁻¹ A₁)` there. -/
theorem hasDerivAt_drift (hA : HasEntryDerivAt A (A₁ t₀) t₀)
    (hA₁ : HasEntryDerivAt A₁ A₂ t₀) (hdet : (A t₀).det ≠ 0) :
    HasDerivAt (fun t => trace ((A t)⁻¹ * A₁ t))
      (trace ((A t₀)⁻¹ * A₂) - trace ((A t₀)⁻¹ * A₁ t₀ * (A t₀)⁻¹ * A₁ t₀)) t₀ := by
  have h := (hA.inv hdet).mul hA₁
  have htr : HasDerivAt (fun t => trace ((A t)⁻¹ * A₁ t))
      (trace (-((A t₀)⁻¹ * A₁ t₀ * (A t₀)⁻¹) * A₁ t₀ + (A t₀)⁻¹ * A₂)) t₀ :=
    HasDerivAt.fun_sum fun i _ => h i i
  refine htr.congr_deriv ?_
  rw [Matrix.trace_add, neg_mul, Matrix.trace_neg]
  ring
```

The product rule and the inverse rule give

(A⁻¹A₁)′ = −A⁻¹A₁A⁻¹A₁ + A⁻¹A₂.

Taking the trace gives the claim.

```lean
/-- If `A` has entry derivatives `A₁` near `t₀`, `A₁` has entry derivatives `A₂` at `t₀`, and
`det A(t₀) ≠ 0`, then the second derivative of `log |det A|` at `t₀` is
`tr(A⁻¹ A₂) - tr(A⁻¹ A₁ A⁻¹ A₁)`. -/
theorem second_deriv_log_abs_det (hA : ∀ᶠ t in 𝓝 t₀, HasEntryDerivAt A (A₁ t) t)
    (hA₁ : HasEntryDerivAt A₁ A₂ t₀) (hdet : (A t₀).det ≠ 0) :
    HasDerivAt (deriv fun t => Real.log |(A t).det|)
      (trace ((A t₀)⁻¹ * A₂) - trace ((A t₀)⁻¹ * A₁ t₀ * (A t₀)⁻¹ * A₁ t₀)) t₀ := by
  have h0 := hA.self_of_nhds
  refine (hasDerivAt_drift h0 hA₁ hdet).congr_of_eventuallyEq ?_
  -- the determinant stays nonzero near `t₀`
  filter_upwards [hA, (hasDerivAt_det h0 hdet).continuousAt.eventually_ne hdet] with t ht hd
  simp only [Real.log_abs]
  rw [((hasDerivAt_det ht hd).log hd).deriv, mul_div_cancel_left₀ _ hd]
```

Read `∀ᶠ t in 𝓝 t₀` as "for all t sufficiently close to t₀". There det A ≠ 0, and

(log |det A|)′ = (det A)′ / det A = tr(A⁻¹A₁).

Two functions that agree near t₀ have the same derivative at t₀, so the preceding theorem finishes the proof; `congr_of_eventuallyEq` is that transfer. A″ need only exist at t₀, and its continuity is not required.

For a numerical instance, take A(t) with rows (1, t) and (t², 2), at t₀ = 1. Then det A = 2 − t³ = 1, and the matrices, written row by row, are

A⁻¹ = (2, −1; −1, 1), A₁ = (0, 1; 2, 0), A₂ = (0, 0; 2, 0)

A⁻¹A₁ = (−2, 2; 2, −1), tr(A⁻¹A₁A⁻¹A₁) = 4 + 8 + 1 = 13, tr(A⁻¹A₂) = −2.

The formula gives −2 − 13 = −15. Directly, (log(2 − t³))″ = −6t/(2 − t³) − 9t⁴/(2 − t³)² = −15.

## The kinetic energy

```lean
/-- Under the same conditions, the second derivative of the determinant itself is `det A`
times `tr(A⁻¹ A₂) - tr(A⁻¹ A₁ A⁻¹ A₁) + tr(A⁻¹ A₁)²`. -/
theorem second_deriv_det (hA : ∀ᶠ t in 𝓝 t₀, HasEntryDerivAt A (A₁ t) t)
    (hA₁ : HasEntryDerivAt A₁ A₂ t₀) (hdet : (A t₀).det ≠ 0) :
    HasDerivAt (deriv fun t => (A t).det)
      ((A t₀).det * (trace ((A t₀)⁻¹ * A₂)
        - trace ((A t₀)⁻¹ * A₁ t₀ * (A t₀)⁻¹ * A₁ t₀)
        + trace ((A t₀)⁻¹ * A₁ t₀) ^ 2)) t₀ := by
  have h0 := hA.self_of_nhds
  have h := (hasDerivAt_det h0 hdet).fun_mul (hasDerivAt_drift h0 hA₁ hdet)
  refine (h.congr_deriv (by ring)).congr_of_eventuallyEq ?_
  filter_upwards [hA, (hasDerivAt_det h0 hdet).continuousAt.eventually_ne hdet] with t ht hd
  exact (hasDerivAt_det ht hd).deriv
```

With d = tr(A⁻¹A₁), we have (det A)′ = det A · d, hence

(det A)″ = det A · (d′ + d²).

In the example this is −15 + (−3)² = −6, the second derivative of 2 − t³ at 1.

```lean
/-- Local kinetic energy of a nonzero determinant whose entries may all depend on all electron
coordinates, with first and second entry derivatives `D₁ k`, `D₂ k` along coordinate `k`. -/
theorem localKineticEnergy_det {ι : Type*} [Fintype ι] [DecidableEq ι]
    {D : (ι → ℝ) → Matrix n n ℝ} {D₁ : ι → ℝ → Matrix n n ℝ} {D₂ : ι → Matrix n n ℝ}
    {x : ι → ℝ}
    (hD : ∀ k, ∀ᶠ t in 𝓝 (x k),
      HasEntryDerivAt (fun s => D (Function.update x k s)) (D₁ k t) t)
    (hD₁ : ∀ k, HasEntryDerivAt (D₁ k) (D₂ k) (x k)) (hdet : (D x).det ≠ 0) :
    localKineticEnergy (fun y => (D y).det) x =
      -(1 / 2) * ∑ k, (trace ((D x)⁻¹ * D₂ k)
        - trace ((D x)⁻¹ * D₁ k (x k) * (D x)⁻¹ * D₁ k (x k))
        + trace ((D x)⁻¹ * D₁ k (x k)) ^ 2) := by
  have hk : ∀ k, deriv (deriv fun t => (D (Function.update x k t)).det) (x k) =
      (D x).det * (trace ((D x)⁻¹ * D₂ k)
        - trace ((D x)⁻¹ * D₁ k (x k) * (D x)⁻¹ * D₁ k (x k))
        + trace ((D x)⁻¹ * D₁ k (x k)) ^ 2) := by
    intro k
    have h := second_deriv_det (hD k) (hD₁ k)
      (by simpa only [Function.update_eq_self] using hdet)
    simpa only [Function.update_eq_self] using h.deriv
  simp only [localKineticEnergy, hk]
  rw [← Finset.mul_sum, mul_left_comm, mul_div_cancel_left₀ _ hdet]
```

Apply the previous formula along each coordinate line, sum over k, and cancel the common factor det D(x). Every entry of `D` may depend on every electron coordinate, as backflow requires. The wave function is the determinant alone: a Jastrow factor would add further terms.

```lean
/-- For twice differentiable orbitals at one-dimensional backflow coordinates, differentiable
everywhere and twice at `t₀`, the chain rule gives the second derivative of `log |det|` at `t₀`
if the determinant is nonzero there. -/
theorem second_deriv_log_abs_det_backflow {φ φ₁ φ₂ q q₁ : n → ℝ → ℝ} {q₂ : n → ℝ}
    (hφ : ∀ j y, HasDerivAt (φ j) (φ₁ j y) y) (hφ₁ : ∀ j y, HasDerivAt (φ₁ j) (φ₂ j y) y)
    (hq : ∀ i t, HasDerivAt (q i) (q₁ i t) t) (hq₁ : ∀ i, HasDerivAt (q₁ i) (q₂ i) t₀)
    (hdet : (backflowMatrix φ q t₀).det ≠ 0) :
    HasDerivAt (deriv fun t => Real.log |(backflowMatrix φ q t).det|)
      (trace ((backflowMatrix φ q t₀)⁻¹ * backflowSecond φ₁ φ₂ q q₁ q₂ t₀)
        - trace ((backflowMatrix φ q t₀)⁻¹ * backflowFirst φ₁ q q₁ t₀
          * (backflowMatrix φ q t₀)⁻¹ * backflowFirst φ₁ q q₁ t₀)) t₀ := by
  refine second_deriv_log_abs_det (Eventually.of_forall fun t i j => ?_) (fun i j => ?_) hdet
  · exact (hφ j (q i t)).comp t (hq i t)
  · have h := ((hφ₁ j (q i t₀)).comp t₀ (hq i t₀)).mul (hq₁ i)
    refine h.congr_deriv ?_
    simp only [backflowSecond, Matrix.of_apply, Function.comp_apply]
    ring

end

end BackflowLogDet
```

The two bullets of the proof check by the chain rule that `backflowFirst` and `backflowSecond` are the required A₁ and A₂. The backflow coordinates are one-dimensional, and the orbitals must be twice differentiable everywhere, which excludes a cusp such as exp(−|y|). For three-dimensional backflow, the general theorem applies once the corresponding A₁ and A₂ are supplied.

```lean
#print axioms BackflowLogDet.localKineticEnergy_det
#print axioms BackflowLogDet.second_deriv_log_abs_det_backflow
```

```
'BackflowLogDet.localKineticEnergy_det' depends on axioms: [propext, Classical.choice, Quot.sound]
'BackflowLogDet.second_deriv_log_abs_det_backflow' depends on axioms: [propext, Classical.choice, Quot.sound]
```
